# Phase-point operators averaged over lines in odd prime dimension: rank-one projectors and d + 1 mutually unbiased bases

The discrete Wigner function of a quantum state can be negative at a point of phase space. If its sums along lines could be negative too, they could not be read as probabilities of measurement outcomes. For a system with d levels and density matrix ρ, put

W(q,p) = Tr(ρ A(q,p)) / d,

where A(q,p) is the phase-point operator at position q and momentum p. The sum of W over a line l is Tr(ρ P_l), where P_l is the average of A over the d points of l. When d is an odd prime, P_l = |ψ⟩⟨ψ| for a unit vector ψ, so the sum is the probability ⟨ψ|ρ|ψ⟩. Parallel lines give an orthonormal basis, and bases of different directions are mutually unbiased: a state from one basis and a state from another have squared overlap 1/d.

This bears on state tomography of a single d-level system, d an odd prime, with ideal projective measurements: the d + 1 bases measure the line sums of W. That a laboratory device realises these bases is the step from the model to an experiment, and no hypothesis supplies it. The code contains the operators and state vectors; W and the counter-examples below are commentary.

## A prime number of levels makes the phase space a plane over a field

Positions and momenta are integers modulo d, the type `ZMod d`. The assumption `Fact d.Prime` says that d is prime. Every nonzero label then has an inverse, so lines can be handled as in ordinary plane geometry.

```lean
import Mathlib

open Matrix

namespace DiscreteWigner

noncomputable section

local notation "χ" => ZMod.stdAddChar

variable {d : ℕ} [Fact d.Prime]
```

The character χ(z) = exp(2πi z/d) is the plane-wave phase. The phase-point operator has matrix elements

A(q,p)(x,y) = χ(p(x − y)) if x + y = 2q, and 0 otherwise.

```lean
/-- The phase-point operator `A(q,p)`, with matrix elements `δ(x+y, 2q) χ(p(x-y))`, where
`χ` is the standard additive character of `ZMod d`. -/
def phasePoint (α : ZMod d × ZMod d) : Matrix (ZMod d) (ZMod d) ℂ :=
  Matrix.of fun x y => if x + y = 2 * α.1 then χ (α.2 * (x - y)) else 0
```

With this convention Tr A = 1 for odd d. `regionOp` always divides by d, whatever the size of the region, so it is an average only for sets of d points, such as lines.

```lean
/-- The sum of the phase-point operators of a region, divided by `d`; for a line, which has
`d` points, this is their average. -/
def regionOp (S : Finset (ZMod d × ZMod d)) : Matrix (ZMod d) (ZMod d) ℂ :=
  (d : ℂ)⁻¹ • ∑ α ∈ S, phasePoint α
```

A direction is an element of `Option (ZMod d)`: `none` for the vertical lines q = c, and `some a` for a q + p = c. The letter a is therefore minus the usual slope.

```lean
/-- The line `q = c` (direction `none`) or `a q + p = c` (direction `some a`). -/
def line : Option (ZMod d) → ZMod d → Finset (ZMod d × ZMod d)
  | none, c => Finset.univ.filter fun α => α.1 = c
  | some a, c => Finset.univ.filter fun α => a * α.1 + α.2 = c
```

The function `phase` includes the normalisation 1/√d, so it does not have modulus one.

```lean
/-- The phase `χ(z)` divided by `√d`. -/
def phase (z : ZMod d) : ℂ := (((√(d : ℝ))⁻¹ : ℝ) : ℂ) * χ z
```

Column c of the matrix `basis k` is the state belonging to line c of direction k. It is a position state for `none`, and for `some a` it is

ψ_{a,c}(x) = χ(c x − a x²/2) / √d,

where 1/2 denotes the inverse of 2 modulo d. For a = 0 this is the momentum state c.

```lean
/-- For odd `d`, the matrix whose column `c` is the wave function of the line `c` of direction
`k`: a position state, or a wave with quadratic phase. -/
def basis : Option (ZMod d) → Matrix (ZMod d) (ZMod d) ℂ
  | none => 1
  | some a => Matrix.of fun x c => phase (c * x - 2⁻¹ * a * x ^ 2)
```

Without primality, two directions can be too close. For d = 9 the lines p = 0 and 3q + p = 0 meet at three points, q = 0, 3, 6, and their states have squared overlap 1/3 instead of 1/9, as computed below.

## A nonzero normal vector gives a genuine line

A general line is n₁q + n₂p = c with (n₁,n₂) ≠ 0. If n₂ = 0, divide by n₁ to get q = c/n₁. Otherwise divide by n₂ to get (n₁/n₂)q + p = c/n₂. The proof makes the same case distinction, with `n.1` and `n.2` for the two components.

```lean
/-- Every affine line `n₁ q + n₂ p = c` with `n ≠ 0` is a `line` of some direction. -/
theorem exists_line {n : ZMod d × ZMod d} (hn : n ≠ 0) (c : ZMod d) :
    ∃ k c', Finset.univ.filter (fun α => n.1 * α.1 + n.2 * α.2 = c) = line k c' := by
  by_cases hb : n.2 = 0
  · have ha : n.1 ≠ 0 := fun h => hn (Prod.ext h hb)
    refine ⟨none, n.1⁻¹ * c, ?_⟩
    ext α
    simp only [line, Finset.mem_filter, Finset.mem_univ, true_and]
    rw [hb, zero_mul, add_zero, eq_inv_mul_iff_mul_eq₀ ha]
  · refine ⟨some (n.2⁻¹ * n.1), n.2⁻¹ * c, ?_⟩
    ext α
    simp only [line, Finset.mem_filter, Finset.mem_univ, true_and]
    rw [eq_inv_mul_iff_mul_eq₀ hb, mul_add, mul_assoc, mul_inv_cancel_left₀ hb]
```

If the normal were zero, the equation would read 0 = c and select either nothing or the whole phase space. For odd d the corresponding operators are 0 and the identity, neither of rank one.

## Distinct parallel lines give orthogonal states

Two lines of one direction with c ≠ c' stand for two exclusive outcomes of one measurement. The calculation needs the plane-wave sum

Σ_p χ(p z) = d if z = 0, and 0 otherwise.

For z = 0 every term is 1. For z ≠ 0 the sum is geometric with ratio ω = χ(z) ≠ 1 and ω^d = 1, so it equals (ω^d − 1)/(ω − 1) = 0.

```lean
/-- Orthogonality of plane waves: `∑ₚ χ(p z)` is `d` for `z = 0` and vanishes otherwise. -/
theorem char_sum (z : ZMod d) : ∑ p : ZMod d, χ (p * z) = if z = 0 then (d : ℂ) else 0 := by
  refine (AddChar.sum_mulShift z (ZMod.isPrimitive_stdAddChar d)).trans ?_
  split_ifs <;> simp
```

The product of one normalised phase with the conjugate of another is χ(z − w)/d:

```lean
/-- The product of one normalised phase with the conjugate of another is `χ(z - w) / d`. -/
theorem phase_mul (z w : ZMod d) : phase z * star (phase w) = (d : ℂ)⁻¹ * χ (z - w) := by
  have hs : (((√(d : ℝ))⁻¹ : ℝ) : ℂ) * (((√(d : ℝ))⁻¹ : ℝ) : ℂ) = (d : ℂ)⁻¹ := by
    rw [← Complex.ofReal_mul, ← mul_inv, Real.mul_self_sqrt (Nat.cast_nonneg d)]
    simp
  have hw : star (χ w : ℂ) = χ (-w) := (AddChar.map_neg_eq_conj _ w).symm
  have hr : ∀ r : ℝ, star (r : ℂ) = r := Complex.conj_ofReal
  rw [phase, phase, star_mul', hw, hr, mul_mul_mul_comm, hs, ← AddChar.map_add_eq_mul,
    sub_eq_add_neg]
```

Applied under the sum over x, this gives the overlap

⟨ψ_{a,c}|ψ_{b,c'}⟩ = (1/d) Σ_x χ((c' − c)x − (b − a)x²/2).

```lean
/-- The overlap of column `c` of `basis (some a)` with column `c'` of `basis (some b)`, written as a
sum of characters divided by `d`. -/
theorem overlap_eq (a b c c' : ZMod d) : ((basis (some a))ᴴ * basis (some b)) c c' =
    (d : ℂ)⁻¹ * ∑ x : ZMod d, χ ((c' - c) * x - 2⁻¹ * (b - a) * x ^ 2) := by
  rw [Matrix.mul_apply, Finset.mul_sum]
  refine Finset.sum_congr rfl fun x _ => ?_
  rw [Matrix.conjTranspose_apply, mul_comm]
  simp only [basis, Matrix.of_apply, phase_mul]
  congr 2
  ring
```

For b = a the quadratic term vanishes and the plane-wave sum leaves 1 if c = c' and 0 otherwise. Position states are orthonormal at once. In Lean this is the unitarity of `basis k`, checked entry by entry as U†U = 1.

```lean
/-- The matrix `basis k` is unitary, so its columns form an orthonormal basis. -/
theorem basis_unitary (k : Option (ZMod d)) : basis k ∈ Matrix.unitaryGroup (ZMod d) ℂ := by
  rcases k with _ | a
  · exact one_mem _
  rw [Matrix.mem_unitaryGroup_iff', Matrix.star_eq_conjTranspose]
  ext c c'
  rw [overlap_eq]
  simp only [sub_self, mul_zero, zero_mul, sub_zero, mul_comm (c' - c), char_sum]
  by_cases h : c = c'
  · subst h
    simp [NeZero.ne (d : ℂ)]
  · rw [if_neg (sub_ne_zero.2 (Ne.symm h)), Matrix.one_apply_ne h, mul_zero]
```

If c = c', the two states coincide and the overlap is 1, so the orthogonality claim needs c ≠ c'.

## Different directions give unbiased states

Directions k ≠ k' stand for two measurements such that a state certain in one is uniformly random in the other. For two quadratic waves put B = b − a ≠ 0, C = c' − c, and

G = Σ_x χ(C x − B x²/2).

Multiply by the conjugate, with summation variable y, and substitute x = z + y. Since x² − y² = z² + 2yz,

|G|² = Σ_z χ(C z − B z²/2) Σ_y χ(−B z y).

The inner sum is d if B z = 0 and 0 otherwise. As d is prime and B ≠ 0, only z = 0 survives, and |G|² = d.

In `gauss_sum` the substitution is `Equiv.addRight y`, `linear_combination` matches the exponents, and the last `simp` uses `hB` to keep z = 0.

```lean
/-- For an odd prime `d`, a Gauss sum with nonzero quadratic term has squared modulus `d`. -/
theorem gauss_sum (hd : d ≠ 2) {B : ZMod d} (hB : B ≠ 0) (C : ZMod d) :
    (∑ x : ZMod d, χ (C * x - 2⁻¹ * B * x ^ 2)) *
      star (∑ x : ZMod d, χ (C * x - 2⁻¹ * B * x ^ 2)) = (d : ℂ) := by
  have h2 : (2 : ZMod d) * 2⁻¹ = 1 :=
    mul_inv_cancel₀ (Ring.two_ne_zero (by rwa [ZMod.ringChar_zmod_n]))
  have hstar : ∀ w : ZMod d, star (χ w : ℂ) = χ (-w) :=
    fun w => (AddChar.map_neg_eq_conj _ w).symm
  rw [star_sum, Finset.sum_mul_sum, Finset.sum_comm]
  -- shift x = z + y, after which the sum over y is a plane-wave sum
  calc _ = ∑ y : ZMod d, ∑ z : ZMod d, (χ (C * z - 2⁻¹ * B * z ^ 2) : ℂ) * χ (y * -(B * z)) := by
        refine Finset.sum_congr rfl fun y _ =>
          (Equiv.sum_comp (Equiv.addRight y) _).symm.trans (Finset.sum_congr rfl fun z _ => ?_)
        simp only [Equiv.coe_addRight, hstar, ← AddChar.map_add_eq_mul]
        congr 1
        linear_combination (-(B * z * y)) * h2
    _ = ∑ z : ZMod d, χ (C * z - 2⁻¹ * B * z ^ 2) * (if -(B * z) = 0 then (d : ℂ) else 0) := by
        rw [Finset.sum_comm]
        simp only [← Finset.mul_sum, char_sum]
    _ = d := by simp [hB]
```

For d = 9, B = 3, C = 0, the values z = 0, 3, 6 all survive with phase 1. Then |G|² = 27, and the squared overlap is 27/81 = 1/3.

For prime d ≠ 2 the squared overlap of two quadratic waves is |G|²/d² = 1/d. Between a position state and a quadratic wave it is |ψ_{a,c}(x)|² = 1/d. The theorem states three things: there are d + 1 directions, each `basis k` is unitary, and every entry of `(basis k)ᴴ * basis k'` has squared modulus 1/d when k ≠ k'. The step `key` treats the cases according to which directions are vertical.

```lean
/-- For an odd prime `d` there are `d + 1` directions of lines; the wave functions of each form
an orthonormal basis, and states from different bases have squared overlap `1/d`. -/
theorem mutually_unbiased_bases (hd : d ≠ 2) :
    Fintype.card (Option (ZMod d)) = d + 1 ∧
    (∀ k : Option (ZMod d), basis k ∈ Matrix.unitaryGroup (ZMod d) ℂ) ∧
    ∀ k k' : Option (ZMod d), k ≠ k' → ∀ c c' : ZMod d,
      ‖((basis k)ᴴ * basis k') c c'‖ ^ 2 = 1 / (d : ℝ) := by
  refine ⟨by simp [ZMod.card], basis_unitary, fun k k' hk c c' => ?_⟩
  have h1 : (basis none : Matrix (ZMod d) (ZMod d) ℂ) = 1 := rfl
  have ph : ∀ a x c : ZMod d,
      basis (some a) x c * star (basis (some a) x c) = (d : ℂ)⁻¹ := by
    intro a x c
    simp only [basis, Matrix.of_apply, phase_mul, sub_self, AddChar.map_zero_eq_one, mul_one]
  have key : ((basis k)ᴴ * basis k') c c' * star (((basis k)ᴴ * basis k') c c') =
      (d : ℂ)⁻¹ := by
    rcases k with _ | a <;> rcases k' with _ | b
    · exact absurd rfl hk
    · rw [h1, Matrix.conjTranspose_one, one_mul]
      exact ph _ _ _
    · rw [h1, mul_one, Matrix.conjTranspose_apply, star_star, mul_comm]
      exact ph _ _ _
    · rw [overlap_eq, star_mul', mul_mul_mul_comm,
        gauss_sum hd (sub_ne_zero.2 fun h => hk (by rw [h])), star_inv₀, star_natCast,
        mul_assoc, inv_mul_cancel₀ (NeZero.ne (d : ℂ)), mul_one]
  apply Complex.ofReal_injective
  rw [← Complex.normSq_eq_norm_sq, ← Complex.mul_conj]
  exact key.trans (by simp)
```

If k = k', the squared overlaps are 0 or 1, so the claim needs k ≠ k'.

## An odd number of levels gives every pair of positions a midpoint

The condition `d ≠ 2` makes 2 invertible, so that x and y have the midpoint (x + y)/2. It was already used in the Gauss sum, through 2 · (1/2) = 1. It now selects one point on each non-vertical line: q = (x + y)/2 and p = c − a(x + y)/2. Hence

P_l(x,y) = (1/d) χ(c(x − y) − a(x² − y²)/2) = ψ_{a,c}(x) conj(ψ_{a,c}(y)).

On the vertical line q = c, the sum over p gives d if x = y and 0 otherwise. The remaining condition 2x = 2c gives x = c, so P_l is the projector onto position c.

The theorem states this outer-product form, `vecMulVec`, together with ⟨ψ|ψ⟩ = 1. Hermiticity, P_l² = |ψ⟩⟨ψ|ψ⟩⟨ψ| = P_l and rank one follow immediately. In the proof, `Finset.sum_eq_single` selects first q and then p for non-vertical lines; the vertical case splits on x = y and x = c.

```lean
/-- For an odd prime `d`, the average of the phase-point operators over a line is the rank-one
projector `|ψ⟩⟨ψ|` onto its wave function `ψ`, which has unit norm. -/
theorem line_projector (hd : d ≠ 2) (k : Option (ZMod d)) (c : ZMod d) :
    regionOp (line k c) = vecMulVec ((basis k)ᵀ c) (star ((basis k)ᵀ c)) ∧
      star ((basis k)ᵀ c) ⬝ᵥ (basis k)ᵀ c = 1 := by
  refine ⟨?_, (congrFun (congrFun (Matrix.mem_unitaryGroup_iff'.1 (basis_unitary k)) c) c).trans
    (Matrix.one_apply_eq c)⟩
  have h2 : (2 : ZMod d) ≠ 0 := Ring.two_ne_zero (by rwa [ZMod.ringChar_zmod_n])
  ext x y
  change _ = basis k x c * star (basis k y c)
  simp only [regionOp, Matrix.smul_apply, Matrix.sum_apply, smul_eq_mul]
  rcases k with _ | a <;> simp only [line, Finset.sum_filter, Fintype.sum_prod_type]
  · rw [Finset.sum_eq_single c (fun q _ hq => by simp [hq]) (by simp)]
    simp only [phasePoint, Matrix.of_apply, ↓reduceIte]
    by_cases hxy : x = y
    · subst hxy
      by_cases hx : x = c
      · simp [basis, Matrix.one_apply, hx, two_mul, NeZero.ne (d : ℂ)]
      · have e : ¬ (x + x = 2 * c) := fun e =>
          hx (mul_left_cancel₀ h2 (by linear_combination e))
        simp [basis, hx, e]
    · have hL : ∑ p : ZMod d, (if x + y = 2 * c then (χ (p * (x - y)) : ℂ) else 0) = 0 := by
        by_cases e : x + y = 2 * c
        · simp only [if_pos e, char_sum, if_neg (sub_ne_zero.2 hxy)]
        · simp only [if_neg e, Finset.sum_const_zero]
      rw [hL, mul_zero]
      by_cases hx : x = c
      · simp [basis, Matrix.one_apply, ← hx, Ne.symm hxy]
      · simp [basis, Matrix.one_apply, hx]
  · -- only the midpoint q = (x + y) / 2 contributes
    have hm : x + y = 2 * (2⁻¹ * (x + y)) := (mul_inv_cancel_left₀ h2 _).symm
    rw [Finset.sum_eq_single (2⁻¹ * (x + y)),
      Finset.sum_eq_single (c - a * (2⁻¹ * (x + y)))]
    · rw [if_pos (add_sub_cancel _ _)]
      simp only [phasePoint, Matrix.of_apply, if_pos hm, basis, phase_mul]
      congr 2
      generalize (2 : ZMod d)⁻¹ = h
      ring
    · intro p _ hp
      exact if_neg fun e => hp (by rw [← e, add_sub_cancel_left])
    · simp
    · intro q _ hq
      have e : ¬ (x + y = 2 * q) := fun e => hq (by rw [e, inv_mul_cancel_left₀ h2])
      simp [phasePoint, e]
    · simp
```

For d = 2 the condition x + y = 2q becomes x = y, so every A(q,p) is the identity. Every line average is then the identity as well, and the trace of a product of two of them is 2.

## Traces of products follow from the overlaps

For state vectors u and v,

Tr(|u⟩⟨u| |v⟩⟨v|) = ⟨u|v⟩⟨v|u⟩ = |⟨u|v⟩|².

This is `pure_trace`. With `line_projector` it turns orthogonality into trace 0 for c ≠ c' within one direction, and unbiasedness into trace 1/d for k ≠ k' with any c and c'.

```lean
/-- For an odd prime `d`, `Tr(P_l P_l')` is 0 for distinct parallel lines and `1/d` for
lines of different directions. -/
theorem line_trace (hd : d ≠ 2) (k k' : Option (ZMod d)) (c c' : ZMod d) :
    (c ≠ c' → (regionOp (line k c) * regionOp (line k c')).trace = 0) ∧
    (k ≠ k' → (regionOp (line k c) * regionOp (line k' c')).trace = 1 / d) := by
  -- for pure states the trace of the product is the squared overlap
  have pure_trace : ∀ u v : ZMod d → ℂ, (vecMulVec u (star u) * vecMulVec v (star v)).trace =
      ((‖star u ⬝ᵥ v‖ ^ 2 : ℝ) : ℂ) := by
    intro u v
    rw [← Complex.normSq_eq_norm_sq, ← Complex.mul_conj]
    simp only [dotProduct, map_sum, map_mul, Finset.sum_mul_sum, Matrix.trace,
      Matrix.diag_apply, Matrix.mul_apply, vecMulVec_apply, Pi.star_apply]
    rw [Finset.sum_comm]
    refine Finset.sum_congr rfl fun i _ => Finset.sum_congr rfl fun j _ => ?_
    simp only [starRingEnd_apply, star_star]
    ring
  constructor
  · intro h
    have h0 : star ((basis k)ᵀ c) ⬝ᵥ (basis k)ᵀ c' = 0 :=
      (congrFun (congrFun (Matrix.mem_unitaryGroup_iff'.1 (basis_unitary k)) c) c').trans
        (Matrix.one_apply_ne h)
    rw [(line_projector hd k c).1, (line_projector hd k c').1, pure_trace, h0]
    simp
  · intro hk
    have h0 : ‖star ((basis k)ᵀ c) ⬝ᵥ (basis k')ᵀ c'‖ ^ 2 = 1 / (d : ℝ) :=
      (mutually_unbiased_bases hd).2.2 k k' hk c c'
    rw [(line_projector hd k c).1, (line_projector hd k' c').1, pure_trace, h0]
    simp

end

end DiscreteWigner
```

```lean
#print axioms DiscreteWigner.exists_line
#print axioms DiscreteWigner.line_projector
#print axioms DiscreteWigner.line_trace
```

```
'DiscreteWigner.exists_line' depends on axioms: [propext, Classical.choice, Quot.sound]
'DiscreteWigner.line_projector' depends on axioms: [propext, Classical.choice, Quot.sound]
'DiscreteWigner.line_trace' depends on axioms: [propext, Classical.choice, Quot.sound]
```
